# Exponentially screened atom with $Z>1$ uncorrelated electrons: inelastic electron scattering exceeds elastic exactly for $0<q^2<2m^2/(Z-1)$

## Does the inelastic intensity stay finite near the forward direction?

For fast electrons scattered by a neutral atom, I want to know at which momentum transfers $q$ the inelastic intensity exceeds the elastic one, and I have chosen to derive both from a single screened form factor instead of postulating two separate curves. With nuclear charge $Z$ and inverse screening length $m$, my form factor is $f(q)=Zm^2/(q^2+m^2)$. The elastic intensity is then the square of $(Z-f)/q^2$, and the inelastic one is $S/q^4$ with $S=Z(1-(f/Z)^2)$.

Both numerators vanish at $q=0$, so I expected both intensities to stay finite there. My plot of the inelastic one keeps rising towards small $q$. Is that right? If so, where do the two curves cross, and does a total inelastic intensity exist at all?

## The incoherent function vanishes as $q^2$, too slowly to cancel $1/q^4$

Your plot is right. The inelastic intensity grows like $1/q^2$, the curves cross once if $Z>1$, and the total inelastic intensity diverges logarithmically unless small $q$ is cut off.

Write $D=q^2+m^2$ and take $q\neq0$, $m>0$ and $Z>0$. For the elastic part,

$$Z-f=\frac{Z(q^2+m^2)-Zm^2}{D}=\frac{Zq^2}{D},\qquad E(q)=\left(\frac{Z-f}{q^2}\right)^2=\frac{Z^2}{D^2}.$$

The factor $q^2$ cancels completely, and $E$ tends to $Z^2/m^4$ in the forward direction. For the inelastic part $f/Z=m^2/D$, so

$$1-\frac{m^4}{D^2}=\frac{(D-m^2)(D+m^2)}{D^2}=\frac{q^2(q^2+2m^2)}{D^2},\qquad I(q)=\frac{Z(q^2+2m^2)}{q^2D^2}.$$

Here one factor $q^2$ survives in the denominator. Bringing $E$ to the same denominator gives

$$I-E=\frac{Z(q^2+2m^2)-Z^2q^2}{q^2D^2}=\frac{Z}{q^2D^2}\left[2m^2-(Z-1)q^2\right].$$

The prefactor is positive, so the bracket decides the sign. For $Z>1$ it is positive exactly when $q^2<2m^2/(Z-1)$. For $0<Z\le1$ it equals $2m^2+(1-Z)q^2$, which is positive at every $q$.

For the total, the solid angle element of elastic scattering, integrated over azimuth, is proportional to $q\,dq$. The same weight serves for inelastic scattering at a fixed energy loss. Consider

$$G(q)=Z\left[\frac{\ln(1+m^2/q^2)}{m^2}-\frac{1}{2D}\right]\qquad(q>0).$$

The logarithm has derivative $\dfrac{-2m^2/q^3}{D/q^2}=-\dfrac{2m^2}{qD}$, and $-1/(2D)$ has derivative $q/D^2$. Therefore

$$G'(q)=Z\left[-\frac{2}{qD}+\frac{q}{D^2}\right]=Z\,\frac{-2(q^2+m^2)+q^2}{qD^2}=-\frac{Z(q^2+2m^2)}{qD^2}=-q\,I(q).$$

Both terms of $G$ vanish as $q\to\infty$, so for a cutoff $c>0$

$$\int_c^\infty qI\,dq=G(c)=Z\left[\frac{\ln(1+m^2/c^2)}{m^2}-\frac{1}{2(c^2+m^2)}\right].$$

Since $1/(2(c^2+m^2))\le1/(2m^2)$, this is at least $Z[\ln(1+m^2/c^2)-\tfrac12]/m^2$, which grows without bound as $c\to0^+$. The elastic integrand $qE=Z^2q/D^2$ has the primitive $-Z^2/(2D)$, which is regular at $q=0$, so

$$\int_0^\infty qE\,dq=\frac{Z^2}{2m^2}.$$

The smallest physical charge, $Z=1$, shows the inelastic excess most clearly. There $I/E=1+2m^2/q^2$, so the inelastic intensity is the larger one at every $q$ and the two become equal only in the limit $q\to\infty$. This fits the formula for the crossing point, which moves off to infinity as $Z\to1^+$.

In the Lean file, `formFactor`, `elastic` and `inelastic` are functions of three real numbers `Z`, `m` and `q`. The letter `m` is an inverse length, not a mass, and `q` is the magnitude of the wavevector transfer, which for elastic scattering is $4\pi$ times the crystallographic variable $\sin\theta/\lambda$ (with $2\theta$ the scattering angle and $\lambda$ the electron wavelength). For energy losses small against the beam energy, both intensities leave out the same constant, $4/a_0^2$ in the non-relativistic first Born approximation with Bohr radius $a_0$, so comparing them is meaningful. `Z` need not be an integer.

The theorems say the following.

- `elastic_eq` and `inelastic_eq` give the closed forms of $E$ and $I$ for $q\neq0$; the second also requires $Z\neq0$.
- `elastic_lt_inelastic_iff` is the crossover for $Z>1$ and $q\neq0$. `elastic_lt_inelastic_of_le_one` is the case $0<Z\le1$ with $m\neq0$, in which hydrogen's $Z=1$ is the only charge of a real atom.
- `integral_inelastic` states, for positive `Z`, `m` and `c`, that $qI$ is integrable over the half-line `Ioi c`, meaning $q>c$, and that the integral has the value $G(c)$.
- `integral_inelastic_diverges` says that this integral tends to `atTop`, that is $+\infty$, as `c` tends to zero from above, written `𝓝[>] 0`.
- `integral_elastic` gives integrability over all $q>0$ and the value $Z^2/(2m^2)$.

Two physical inputs sit in the definitions. The form factor stands for an electron density proportional to $e^{-mr}/r$, with one length describing the whole atom. The expression for $S$ stands for $Z$ uncorrelated electrons that share this density, with all excited states summed at fixed $q$. Uncorrelated means statistically independent here, so the exchange correlation between electrons of equal spin, which a Hartree–Fock determinant contains, is left out as well. The step from the theorems to a real atom is the replacement of its actual $f$ and $S$ by these one-parameter expressions. The upper limit $q=\infty$ is also an idealisation, since a beam of finite energy reaches only a finite $q$.

```lean
import Mathlib

open Filter Topology MeasureTheory Set

namespace ElectronScatteringIntensities

noncomputable section

/-- Form factor of a neutral atom of nuclear charge `Z` whose electron cloud screens the nucleus
with inverse length `m`; the domain is `q ^ 2 + m ^ 2 ≠ 0`. -/
def formFactor (Z m q : ℝ) : ℝ := Z * m ^ 2 / (q ^ 2 + m ^ 2)

/-- Elastic intensity, the square of the Mott–Bethe amplitude `(Z - f) / q ^ 2`, without its
constant prefactor; the domain is `q ≠ 0`. -/
def elastic (Z m q : ℝ) : ℝ := ((Z - formFactor Z m q) / q ^ 2) ^ 2

/-- Inelastic intensity `S / q ^ 4` with incoherent scattering function
`S = Z (1 - (f / Z) ^ 2)`, without its constant prefactor; the domain is `q ≠ 0`, `Z ≠ 0`. -/
def inelastic (Z m q : ℝ) : ℝ := Z * (1 - (formFactor Z m q / Z) ^ 2) / q ^ 4

/-- For `q ≠ 0` the elastic intensity is the squared Lorentzian `Z ^ 2 / (q ^ 2 + m ^ 2) ^ 2`. -/
theorem elastic_eq (Z m : ℝ) {q : ℝ} (hq : q ≠ 0) :
    elastic Z m q = Z ^ 2 / (q ^ 2 + m ^ 2) ^ 2 := by
  have hD : q ^ 2 + m ^ 2 ≠ 0 := by positivity
  have h : Z - Z * m ^ 2 / (q ^ 2 + m ^ 2) = Z / (q ^ 2 + m ^ 2) * q ^ 2 := by
    rw [sub_eq_iff_eq_add, div_mul_eq_mul_div, ← add_div, eq_div_iff hD]
    ring
  rw [elastic, formFactor, h, mul_div_cancel_right₀ _ (pow_ne_zero 2 hq), div_pow]

/-- For `Z ≠ 0` and `q ≠ 0` the inelastic intensity is a rational function of `q ^ 2` with a
factor `q ^ 2` in its denominator. -/
theorem inelastic_eq {Z q : ℝ} (m : ℝ) (hZ : Z ≠ 0) (hq : q ≠ 0) :
    inelastic Z m q = Z * (q ^ 2 + 2 * m ^ 2) / (q ^ 2 * (q ^ 2 + m ^ 2) ^ 2) := by
  have hD : q ^ 2 + m ^ 2 ≠ 0 := by positivity
  have h : Z * m ^ 2 / (q ^ 2 + m ^ 2) / Z = m ^ 2 / (q ^ 2 + m ^ 2) := by
    rw [div_right_comm, mul_div_cancel_left₀ _ hZ]
  rw [inelastic, formFactor, h, div_pow, one_sub_div (pow_ne_zero 2 hD), mul_div_assoc',
    div_div, div_eq_div_iff (by positivity) (by positivity)]
  ring

/-- For `Z ≠ 0` and `q ≠ 0` the excess of inelastic over elastic intensity is
`2 m ^ 2 - (Z - 1) q ^ 2` times `Z / (q ^ 2 (q ^ 2 + m ^ 2) ^ 2)`. -/
theorem inelastic_sub_elastic {Z q : ℝ} (m : ℝ) (hZ : Z ≠ 0) (hq : q ≠ 0) :
    inelastic Z m q - elastic Z m q =
      Z / (q ^ 2 * (q ^ 2 + m ^ 2) ^ 2) * (2 * m ^ 2 - (Z - 1) * q ^ 2) := by
  have hD : q ^ 2 + m ^ 2 ≠ 0 := by positivity
  rw [inelastic_eq m hZ hq, elastic_eq Z m hq,
    ← mul_div_mul_left (Z ^ 2) ((q ^ 2 + m ^ 2) ^ 2) (pow_ne_zero 2 hq)]
  ring

/-- For `Z > 1` and `q ≠ 0`, inelastic scattering is stronger than elastic scattering exactly
when `q ^ 2 < 2 m ^ 2 / (Z - 1)`. -/
theorem elastic_lt_inelastic_iff {Z q : ℝ} (m : ℝ) (hZ : 1 < Z) (hq : q ≠ 0) :
    elastic Z m q < inelastic Z m q ↔ q ^ 2 < 2 * m ^ 2 / (Z - 1) := by
  have hZ0 : 0 < Z := by linarith
  have hp : 0 < Z / (q ^ 2 * (q ^ 2 + m ^ 2) ^ 2) := by positivity
  rw [← sub_pos, inelastic_sub_elastic m hZ0.ne' hq, mul_pos_iff_of_pos_left hp,
    lt_div_iff₀ (sub_pos.mpr hZ), sub_pos, mul_comm (Z - 1)]

/-- For `0 < Z ≤ 1` and `m ≠ 0`, inelastic scattering is stronger than elastic scattering at
every `q ≠ 0`. -/
theorem elastic_lt_inelastic_of_le_one {Z m q : ℝ} (hZ : 0 < Z) (hZ1 : Z ≤ 1)
    (hm : m ≠ 0) (hq : q ≠ 0) : elastic Z m q < inelastic Z m q := by
  have hm2 : 0 < m ^ 2 := by positivity
  have h : 0 ≤ (1 - Z) * q ^ 2 := mul_nonneg (by linarith) (sq_nonneg q)
  rw [← sub_pos, inelastic_sub_elastic m hZ.ne' hq]
  exact mul_pos (by positivity) (by linarith)

/-- For positive `Z`, `m` and `q`, the function `Z (ln(1 + m² / q²) / m² - 1 / (2 (q² + m²)))`
has derivative `-q I(q)`, where `I` is the inelastic intensity. -/
theorem hasDerivAt_inelastic_tail {Z m q : ℝ} (hZ : 0 < Z) (hm : 0 < m) (hq : 0 < q) :
    HasDerivAt (fun x : ℝ => Z * (Real.log (1 + m ^ 2 / x ^ 2) / m ^ 2
      - 1 / (2 * (x ^ 2 + m ^ 2)))) (-(q * inelastic Z m q)) q := by
  have h1 : HasDerivAt (fun x : ℝ => x ^ 2) (2 * q) q := by simpa using hasDerivAt_pow 2 q
  have h2 : HasDerivAt (fun x : ℝ => 1 + m ^ 2 / x ^ 2) (-(m ^ 2 * (2 * q)) / (q ^ 2) ^ 2) q :=
    (((hasDerivAt_const q (m ^ 2)).fun_div h1 (by positivity)).const_add 1).congr_deriv
      (by ring)
  have h3 := h2.log (by positivity)
  have h4 := (hasDerivAt_const q (1 : ℝ)).fun_div ((h1.add_const (m ^ 2)).const_mul 2)
    (by positivity)
  refine (((h3.div_const (m ^ 2)).fun_sub h4).const_mul Z).congr_deriv ?_
  have hs : 1 + m ^ 2 / q ^ 2 = (q ^ 2 + m ^ 2) / q ^ 2 := by
    rw [add_div, div_self (by positivity)]
  rw [inelastic_eq m hZ.ne' hq.ne', hs]
  field_simp
  ring

/-- For positive `Z`, `m` and `c`, the inelastic intensity weighted by `q` is integrable over
`q > c`, with integral `Z (ln(1 + m² / c²) / m² - 1 / (2 (c² + m²)))`. -/
theorem integral_inelastic {Z m c : ℝ} (hZ : 0 < Z) (hm : 0 < m) (hc : 0 < c) :
    IntegrableOn (fun q => q * inelastic Z m q) (Ioi c) ∧
    ∫ q in Ioi c, q * inelastic Z m q =
      Z * (Real.log (1 + m ^ 2 / c ^ 2) / m ^ 2 - 1 / (2 * (c ^ 2 + m ^ 2))) := by
  have hd : ∀ x ∈ Ici c, HasDerivAt (fun x : ℝ => -(Z * (Real.log (1 + m ^ 2 / x ^ 2) / m ^ 2
      - 1 / (2 * (x ^ 2 + m ^ 2))))) (x * inelastic Z m x) x := fun x hx =>
    (hasDerivAt_inelastic_tail hZ hm (lt_of_lt_of_le hc hx)).fun_neg.congr_deriv (neg_neg _)
  have hpos : ∀ x ∈ Ioi c, 0 ≤ x * inelastic Z m x := fun x hx => by
    have hx0 : 0 < x := lt_trans hc hx
    rw [inelastic_eq m hZ.ne' hx0.ne']
    positivity
  -- the primitive vanishes at large momentum transfer
  have hsq : Tendsto (fun x : ℝ => x ^ 2) atTop atTop := tendsto_pow_atTop two_ne_zero
  have h1 : Tendsto (fun x : ℝ => 1 + m ^ 2 / x ^ 2) atTop (𝓝 1) := by
    simpa using (hsq.const_div_atTop (m ^ 2)).const_add 1
  have h2 := h1.log one_ne_zero
  have h3 := ((tendsto_atTop_add_const_right _ (m ^ 2) hsq).const_mul_atTop
    (two_pos : (0 : ℝ) < 2)).const_div_atTop 1
  have hlim := (((h2.div_const (m ^ 2)).sub h3).const_mul Z).neg
  rw [show -(Z * (Real.log 1 / m ^ 2 - 0)) = 0 by simp] at hlim
  exact ⟨integrableOn_Ioi_deriv_of_nonneg' hd hpos hlim,
    (integral_Ioi_of_hasDerivAt_of_nonneg' hd hpos hlim).trans
      (by simp only [zero_sub, neg_neg])⟩

/-- For positive `Z` and `m`, the inelastic intensity weighted by `q` and integrated over
`q > c` grows without bound as the cutoff `c` tends to zero from above. -/
theorem integral_inelastic_diverges {Z m : ℝ} (hZ : 0 < Z) (hm : 0 < m) :
    Tendsto (fun c => ∫ q in Ioi c, q * inelastic Z m q) (𝓝[>] 0) atTop := by
  have hm2 : 0 < m ^ 2 := by positivity
  have hinv : Tendsto (fun c : ℝ => (c⁻¹) ^ 2) (𝓝[>] 0) atTop :=
    (tendsto_pow_atTop two_ne_zero).comp tendsto_inv_nhdsGT_zero
  have hlog : Tendsto (fun c : ℝ => Real.log (1 + m ^ 2 * (c⁻¹) ^ 2)) (𝓝[>] 0) atTop :=
    Real.tendsto_log_atTop.comp
      (tendsto_atTop_add_const_left _ 1 (hinv.const_mul_atTop hm2))
  have hL := (tendsto_atTop_add_const_right _ (-(1 / (2 * m ^ 2)))
    (hlog.atTop_div_const hm2)).const_mul_atTop hZ
  refine tendsto_atTop_mono' _ ?_ hL
  filter_upwards [self_mem_nhdsWithin] with c hc
  have hc0 : 0 < c := hc
  -- the non-logarithmic term stays bounded
  have hb : 1 / (2 * (c ^ 2 + m ^ 2)) ≤ 1 / (2 * m ^ 2) :=
    one_div_le_one_div_of_le (by positivity) (by nlinarith [sq_nonneg c])
  have he : m ^ 2 * (c⁻¹) ^ 2 = m ^ 2 / c ^ 2 := by rw [inv_pow, div_eq_mul_inv]
  rw [(integral_inelastic hZ hm hc0).2, he]
  exact mul_le_mul_of_nonneg_left (by linarith) hZ.le

/-- For `m > 0` the elastic intensity weighted by `q` is integrable over all `q > 0`, with
integral `Z ^ 2 / (2 m ^ 2)`. -/
theorem integral_elastic (Z : ℝ) {m : ℝ} (hm : 0 < m) :
    IntegrableOn (fun q => q * elastic Z m q) (Ioi 0) ∧
    ∫ q in Ioi (0 : ℝ), q * elastic Z m q = Z ^ 2 / (2 * m ^ 2) := by
  have hform : ∀ q : ℝ, q * elastic Z m q = q * (Z ^ 2 / (q ^ 2 + m ^ 2) ^ 2) := fun q => by
    rcases eq_or_ne q 0 with rfl | hq
    · simp
    · rw [elastic_eq Z m hq]
  have hd : ∀ x ∈ Ici (0 : ℝ), HasDerivAt (fun x : ℝ => -(Z ^ 2 / (2 * (x ^ 2 + m ^ 2))))
      (x * elastic Z m x) x := fun x _ => by
    have h1 : HasDerivAt (fun x : ℝ => x ^ 2) (2 * x) x := by simpa using hasDerivAt_pow 2 x
    have h2 := (hasDerivAt_const x (Z ^ 2)).fun_div ((h1.add_const (m ^ 2)).const_mul 2)
      (by positivity)
    refine h2.fun_neg.congr_deriv ?_
    rw [hform]
    field_simp
    ring
  have hpos : ∀ x ∈ Ioi (0 : ℝ), 0 ≤ x * elastic Z m x := fun x hx =>
    mul_nonneg (le_of_lt hx) (sq_nonneg _)
  have hsq : Tendsto (fun x : ℝ => x ^ 2) atTop atTop := tendsto_pow_atTop two_ne_zero
  have hlim := (((tendsto_atTop_add_const_right _ (m ^ 2) hsq).const_mul_atTop
    (two_pos : (0 : ℝ) < 2)).const_div_atTop (Z ^ 2)).neg
  rw [neg_zero] at hlim
  exact ⟨integrableOn_Ioi_deriv_of_nonneg' hd hpos hlim,
    (integral_Ioi_of_hasDerivAt_of_nonneg' hd hpos hlim).trans (by simp)⟩

end

end ElectronScatteringIntensities
```

```lean
#print axioms ElectronScatteringIntensities.elastic_lt_inelastic_iff
#print axioms ElectronScatteringIntensities.elastic_lt_inelastic_of_le_one
#print axioms ElectronScatteringIntensities.integral_inelastic_diverges
#print axioms ElectronScatteringIntensities.integral_elastic
```

```
'ElectronScatteringIntensities.elastic_lt_inelastic_iff' depends on axioms: [propext, Classical.choice, Quot.sound]
'ElectronScatteringIntensities.elastic_lt_inelastic_of_le_one' depends on axioms: [propext, Classical.choice, Quot.sound]
'ElectronScatteringIntensities.integral_inelastic_diverges' depends on axioms: [propext, Classical.choice, Quot.sound]
'ElectronScatteringIntensities.integral_elastic' depends on axioms: [propext, Classical.choice, Quot.sound]
```

The algebra is in the first three theorems. In `elastic_eq`, the auxiliary equation `h` is $Z-f=(Z/D)\,q^2$, after which $q^2$ cancels. In `inelastic_eq`, `h` is $f/Z=m^2/D$; the two fractions are then cross-multiplied and `ring` checks the polynomial identity. `inelastic_sub_elastic` extends the elastic fraction by $q^2$ and obtains the factored difference.

Both comparison theorems rewrite $E<I$ as $0<I-E$ and insert that factored form. For $Z>1$, the positive prefactor `hp` is removed and the inequality is divided by $Z-1>0$. For $Z\le1$, the term $(1-Z)q^2$ is nonnegative and $m^2$ is positive, which makes the bracket positive.

`hasDerivAt_inelastic_tail` is the calculation of $G'$. The steps `h1` to `h4` differentiate $q^2$, the argument of the logarithm, the logarithm itself and the rational term. After the closed form of $I$ is inserted, `field_simp` and `ring` confirm that the result is $-qI$.

`integral_inelastic` applies the fundamental theorem of calculus on a half-line to $-G$, whose derivative is $+qI$. It needs three facts: the derivative (`hd`), the sign of the integrand (`hpos`) and the limit zero at infinity (`hlim`). For a nonnegative integrand, a finite limit of the primitive already gives integrability, so the same three facts yield both halves of the theorem.

`integral_inelastic_diverges` follows the lower bound above. `hlog` says that the logarithm tends to infinity, `hL` carries this over to the whole lower bound, `hb` is the estimate of the rational term, and `tendsto_atTop_mono'` passes the divergence on to the larger function.

`integral_elastic` repeats the half-line argument from $q=0$. Lean evaluates the defining quotient of `elastic` at $q=0$ as zero instead of the limit $Z^2/m^4$, but the weight $q$ makes the integrand zero there in either case, and `hform` uses this.

The intensities could also have been defined directly by their closed forms. The crossover and the integrals would read the same, and $E$ would take its forward value at $q=0$ without a special case. The link to the form factor would then be an assumption of the reader and not a theorem.

As for your total: in an experiment the energy loss sets a smallest momentum transfer, roughly the energy loss divided by $\hbar$ times the electron's speed, and $c$ stands for that scale. The total inelastic intensity is therefore finite but depends logarithmically on $c$. For diffraction and image simulation, the crossover estimates, within this one-parameter atom of uncorrelated electrons, the range of $q$ in which a purely elastic calculation leaves out more than half of the single-atom intensity.
